# One band on a finite ring: the translates of N^(−1/2) Σ c_k ψ_k are orthonormal exactly when the c_k are phases

## Bloch states and Wannier vectors on a ring

Take a ring of N ≥ 1 unit cells, and let T be the translation by one cell. For a natural number m, write

θ(m) = exp(−2πi m/N).

The Bloch states ψ_k, k = 0, …, N−1, of a single band are orthonormal vectors with

T ψ_k = θ(k) ψ_k.

The label k stands for the crystal momentum 2πk/(Na), with a the lattice constant. The minus sign belongs to the convention (T f)(x) = f(x − a), so that T^R moves a function forward by R cells. Inner products are conjugate-linear in the first argument.

For complex coefficients c_k, define

w = N^(−1/2) Σ_k c_k ψ_k.

The vectors T^R w, R = 0, …, N−1, are the translates of w. They are the Wannier vectors of the band when every c_k is a phase.

## The freedom in the phases

The translates T^R w are orthonormal if and only if |c_k| = 1 for every k. In that case they span the same space as the Bloch states.

For one isolated band of a non-interacting model on a finite ring, the phases of the Bloch states may therefore be varied to make w more compact, while the basis stays orthonormal and the band space stays the same. Which phases give the smallest spread is a separate question.

## Derivation

**Sum over cells.** Since |θ(m)| = 1 and θ(mj) = θ(m)^j,

Σ_j conj(θ(kj)) θ(lj) = Σ_j q^j, with q = conj(θ(k)) θ(l) = exp(2πi(k−l)/N).

If k = l, then q = 1 and the sum is N. If k ≠ l, then 0 < |k−l| < N, so q ≠ 1, while q^N = 1. From (1 − q) Σ_j q^j = 1 − q^N = 0 the sum vanishes. Hence

Σ_j conj(θ(kj)) θ(lj) = N δ_kl.

**Translation.** Applying T to ψ_k R times gives T^R ψ_k = θ(kR) ψ_k, so

T^R w = N^(−1/2) Σ_k θ(kR) c_k ψ_k.

**Inverse Bloch sum.** Insert this and exchange the two sums:

Σ_R conj(θ(kR)) T^R w
= N^(−1/2) Σ_l [Σ_R conj(θ(kR)) θ(lR)] c_l ψ_l
= √N c_k ψ_k.

**Span.** Each T^R w is a combination of Bloch states. If no c_k vanishes, dividing the inverse Bloch sum by √N c_k writes each ψ_k as a combination of translates. The two spans are then equal.

**Phases give orthonormality.** If |c_k| = 1 for all k, then

⟨T^R w, T^S w⟩ = (1/N) Σ_k conj(θ(kR)) θ(kS) |c_k|² = (1/N) Σ_k conj(θ(Rk)) θ(Sk) = δ_RS.

**Orthonormality gives phases.** If the translates are orthonormal, the left side of the inverse Bloch sum has squared norm Σ_R |θ(kR)|² = N. The right side has squared norm N |c_k|². Thus |c_k| = 1.

## Two cells by hand

For N = 2 the eigenvalues are θ(0) = 1 and θ(1) = −1. Choose c_0 = 1 and c_1 = i:

w = (ψ_0 + i ψ_1)/√2, T w = (ψ_0 − i ψ_1)/√2.

Both have norm 1, and ⟨w, T w⟩ = (1 + (−i)(−i))/2 = 0.

Now take c_0 = √(3/2) and c_1 = √(1/2). The norm of w is still 1, since (3/2 + 1/2)/2 = 1, but ⟨w, T w⟩ = (3/2 − 1/2)/2 = 1/2. Normalising w alone is not enough.

## Repairing a trial vector

Suppose a trial vector lies in the band space, w = N^(−1/2) Σ_k c_k ψ_k, with coefficients c_k that are all non-zero but not all phases. Replacing them by z_k = c_k/|c_k| gives orthonormal translates with the same span as before. This is the symmetric (Löwdin) orthonormalisation of the original translates, carried out momentum by momentum. Orthonormality and the equal span follow from the theorems below, but the Lean code does not state this corollary, and the identification with Löwdin's procedure is not formalised.

## How the Lean statement reads

The space `E` is any complex inner product space, possibly of infinite dimension. `blochPhase N m` is θ(m), and `wannier ψ c` is w. In the two main theorems the labels k and R have type `Fin N`, so they run over 0, …, N−1 (in `translate_wannier`, R is any natural number), and products such as `k * R` are taken in the natural numbers.

The translation `T : Module.End ℂ E` is only assumed to be linear. Its unitarity is not needed, because the hypothesis `hT` fixes its action on the Bloch states. This hypothesis expresses translation symmetry with periodic boundary conditions; it is assumed, not derived from a Hamiltonian. `hψ` says that the Bloch states are orthonormal.

`orthonormal_translates_iff` is the equivalence, and `wannier_orthonormal_and_span` gives orthonormality and equal spans for arbitrary unit phases `z`. The setting is one band on a finite one-dimensional ring. Several bands mixed by k-dependent unitary matrices, and the infinite crystal, are not covered.

```lean
import Mathlib

open Finset
open scoped ComplexConjugate

namespace WannierGaugeFreedom

noncomputable section

/-- The phase `exp(-2πi m/N)` on a ring of `N` cells. -/
def blochPhase (N m : ℕ) : ℂ :=
  Complex.exp (-(2 * Real.pi * Complex.I * m / N))

variable {E : Type*} [NormedAddCommGroup E] [InnerProductSpace ℂ E] {N : ℕ}

/-- The vector `N^(-1/2) ∑ c_k ψ_k` built from Bloch states `ψ_k` with coefficients `c_k`. -/
def wannier (ψ : Fin N → E) (c : Fin N → ℂ) : E :=
  ((Real.sqrt N : ℝ) : ℂ)⁻¹ • ∑ k, c k • ψ k

/-- A complex number of modulus one times its conjugate is one. -/
theorem conj_mul_self_of_unit {z : ℂ} (hz : ‖z‖ = 1) : conj z * z = 1 := by
  rw [Complex.conj_mul', hz]
  simp

/-- Bloch phases have modulus one, and the phase of `m * j` is the `j`-th power of that of `m`. -/
theorem blochPhase_unit_and_pow (N m : ℕ) :
    ‖blochPhase N m‖ = 1 ∧ ∀ j : ℕ, blochPhase N (m * j) = blochPhase N m ^ j := by
  constructor
  · have h : blochPhase N m
        = Complex.exp (((-(2 * Real.pi * m / N) : ℝ) : ℂ) * Complex.I) := by
      unfold blochPhase
      congr 1
      push_cast
      ring
    rw [h, Complex.norm_exp_ofReal_mul_I]
  · intro j
    unfold blochPhase
    rw [← Complex.exp_nat_mul]
    congr 1
    push_cast
    ring

/-- Orthogonality of the Bloch phases of two crystal momenta, summed over the ring. -/
theorem sum_blochPhase (k l : Fin N) :
    ∑ j : Fin N, conj (blochPhase N (k * j)) * blochPhase N (l * j)
      = if k = l then (N : ℂ) else 0 := by
  have hN : N ≠ 0 := k.pos.ne'
  have hk := conj_mul_self_of_unit (blochPhase_unit_and_pow N k).1
  have hq : ∀ j : Fin N, conj (blochPhase N (k * j)) * blochPhase N (l * j)
      = (conj (blochPhase N k) * blochPhase N l) ^ (j : ℕ) := by
    intro j
    rw [(blochPhase_unit_and_pow N k).2, (blochPhase_unit_and_pow N l).2, map_pow, mul_pow]
  simp only [hq]
  split_ifs with h
  · subst h
    rw [hk]
    simp
  · -- the ratio of the two phases is an `N`-th root of unity other than one
    have hζ := (Complex.isPrimitiveRoot_exp N hN).inv
    have hp : ∀ m : ℕ, blochPhase N m
        = (Complex.exp (2 * Real.pi * Complex.I / N))⁻¹ ^ m := by
      intro m
      rw [← Complex.exp_neg, ← Complex.exp_nat_mul, blochPhase]
      congr 1
      ring
    have hpN : ∀ m : ℕ, blochPhase N m ^ N = 1 := by
      intro m
      rw [hp, ← pow_mul, mul_comm m N, pow_mul, hζ.pow_eq_one, one_pow]
    have hne : conj (blochPhase N k) * blochPhase N l ≠ 1 := by
      intro h1
      apply h
      apply Fin.ext
      apply hζ.pow_inj k.2 l.2
      rw [← hp, ← hp]
      linear_combination (-blochPhase N k) * h1 + blochPhase N l * hk
    have hqN : (conj (blochPhase N k) * blochPhase N l) ^ N = 1 := by
      rw [mul_pow, ← map_pow, hpN, hpN, map_one, mul_one]
    generalize conj (blochPhase N k) * blochPhase N l = q at hne hqN ⊢
    rw [Fin.sum_univ_eq_sum_range (fun j => q ^ j) N]
    have g := mul_neg_geom_sum q N
    rw [hqN, sub_self] at g
    exact (mul_eq_zero.mp g).resolve_left (sub_ne_zero.mpr (Ne.symm hne))

variable {T : Module.End ℂ E} {ψ : Fin N → E}

/-- Translating by `R` cells multiplies the coefficient of `ψ_k` by `exp(-2πi kR/N)`. -/
theorem translate_wannier (hT : ∀ k : Fin N, T (ψ k) = blochPhase N k • ψ k)
    (c : Fin N → ℂ) (R : ℕ) :
    (T ^ R) (wannier ψ c) = wannier ψ (fun k => blochPhase N (k * R) * c k) := by
  have h : ∀ k : Fin N, (T ^ R) (ψ k) = blochPhase N (k * R) • ψ k := by
    intro k
    rw [(blochPhase_unit_and_pow N k).2]
    induction R with
    | zero => simp
    | succ R ih =>
      rw [pow_succ' T, Module.End.mul_apply, ih, map_smul, hT, smul_smul, pow_succ]
  simp only [wannier]
  rw [map_smul, map_sum]
  congr 1
  apply Finset.sum_congr rfl
  intro k _
  rw [map_smul, h, smul_smul, mul_comm (c k)]

/-- The square root of the number of cells, as a complex number, squares to that number. -/
theorem sqrt_cells (N : ℕ) :
    ((Real.sqrt N : ℝ) : ℂ) * ((Real.sqrt N : ℝ) : ℂ) = N := by
  rw [← Complex.ofReal_mul, Real.mul_self_sqrt (Nat.cast_nonneg N), Complex.ofReal_natCast]

/-- The inverse Bloch sum over the translates of `w` returns `√N c_k ψ_k`. -/
theorem inverse_bloch_sum (hT : ∀ k : Fin N, T (ψ k) = blochPhase N k • ψ k)
    (c : Fin N → ℂ) (k : Fin N) :
    ∑ R : Fin N, conj (blochPhase N (k * R)) • (T ^ (R : ℕ)) (wannier ψ c)
      = ((Real.sqrt N : ℝ) : ℂ) • (c k • ψ k) := by
  have hs := sqrt_cells N
  have h0 : ((Real.sqrt N : ℝ) : ℂ) ≠ 0 := by
    intro h
    rw [h, zero_mul] at hs
    exact k.pos.ne' (by exact_mod_cast hs.symm)
  have hsN : ((Real.sqrt N : ℝ) : ℂ)⁻¹ * N = ((Real.sqrt N : ℝ) : ℂ) := by
    rw [← hs, ← mul_assoc, inv_mul_cancel₀ h0, one_mul]
  -- exchange the sums over cells and over crystal momenta
  have hswap : ∑ R : Fin N, conj (blochPhase N (k * R)) • (T ^ (R : ℕ)) (wannier ψ c)
      = ((Real.sqrt N : ℝ) : ℂ)⁻¹ • ∑ l : Fin N,
        ((∑ R : Fin N, conj (blochPhase N (k * R)) * blochPhase N (l * R)) * c l) • ψ l := by
    simp only [translate_wannier hT]
    simp only [wannier, Finset.smul_sum, Finset.sum_mul, Finset.sum_smul, smul_smul]
    rw [Finset.sum_comm]
    refine Finset.sum_congr rfl fun l _ => Finset.sum_congr rfl fun R _ => ?_
    congr 1
    ring
  rw [hswap]
  simp only [sum_blochPhase, ite_mul, zero_mul, ite_smul, zero_smul, Finset.sum_ite_eq,
    Finset.mem_univ, if_true]
  rw [smul_smul, smul_smul, ← mul_assoc, hsN]

/-- If no coefficient vanishes, the translates of `w` span the same space as the Bloch states. -/
theorem span_translates (hT : ∀ k : Fin N, T (ψ k) = blochPhase N k • ψ k)
    {c : Fin N → ℂ} (hc : ∀ k, c k ≠ 0) :
    Submodule.span ℂ (Set.range fun R : Fin N => (T ^ (R : ℕ)) (wannier ψ c))
      = Submodule.span ℂ (Set.range ψ) := by
  apply le_antisymm
  · rw [Submodule.span_le]
    rintro _ ⟨R, rfl⟩
    change (T ^ (R : ℕ)) (wannier ψ c) ∈ Submodule.span ℂ (Set.range ψ)
    rw [translate_wannier hT]
    unfold wannier
    exact Submodule.smul_mem _ _ (Submodule.sum_mem _ fun k _ =>
      Submodule.smul_mem _ _ (Submodule.subset_span ⟨k, rfl⟩))
  · rw [Submodule.span_le]
    rintro _ ⟨k, rfl⟩
    have h0 : ((Real.sqrt N : ℝ) : ℂ) ≠ 0 := by
      intro h
      have hs := sqrt_cells N
      rw [h, zero_mul] at hs
      exact k.pos.ne' (by exact_mod_cast hs.symm)
    -- solve the inverse Bloch sum for `ψ k`
    have hk : ψ k = (((Real.sqrt N : ℝ) : ℂ) * c k)⁻¹ •
        ∑ R : Fin N, conj (blochPhase N (k * R)) • (T ^ (R : ℕ)) (wannier ψ c) := by
      rw [inverse_bloch_sum hT, smul_smul ((Real.sqrt N : ℝ) : ℂ),
        inv_smul_smul₀ (mul_ne_zero h0 (hc k))]
    rw [SetLike.mem_coe, hk]
    exact Submodule.smul_mem _ _ (Submodule.sum_mem _ fun R _ =>
      Submodule.smul_mem _ _ (Submodule.subset_span ⟨R, rfl⟩))

/-- The translates of `w = N^(-1/2) ∑ c_k ψ_k` are orthonormal exactly when every coefficient
`c_k` is a pure phase. -/
theorem orthonormal_translates_iff (hψ : Orthonormal ℂ ψ)
    (hT : ∀ k : Fin N, T (ψ k) = blochPhase N k • ψ k) (c : Fin N → ℂ) :
    Orthonormal ℂ (fun R : Fin N => (T ^ (R : ℕ)) (wannier ψ c)) ↔ ∀ k, ‖c k‖ = 1 := by
  have hs := sqrt_cells N
  constructor
  · intro h k
    -- compare the squared norms of the two sides of the inverse Bloch sum
    have n := h.inner_sum (fun R : Fin N => conj (blochPhase N (k * R)))
      (fun R : Fin N => conj (blochPhase N (k * R))) Finset.univ
    have r : ∀ R : Fin N,
        conj (conj (blochPhase N (k * R))) * conj (blochPhase N (k * R)) = 1 := by
      intro R
      rw [← map_mul, conj_mul_self_of_unit (blochPhase_unit_and_pow N _).1, map_one]
    have hp : inner ℂ (ψ k) (ψ k) = 1 := by
      rw [inner_self_eq_norm_sq_to_K, hψ.1 k]
      simp
    simp only [r, inverse_bloch_sum hT, inner_smul_left, inner_smul_right, hp,
      Complex.conj_ofReal, Finset.sum_const, Finset.card_univ, Fintype.card_fin,
      nsmul_eq_mul, mul_one] at n
    have hN : (N : ℂ) ≠ 0 := by exact_mod_cast k.pos.ne'
    have h1 : conj (c k) * c k = 1 := by
      apply mul_left_cancel₀ hN
      linear_combination n - conj (c k) * c k * hs
    rw [Complex.conj_mul'] at h1
    have h2 : ‖c k‖ ^ 2 = 1 := by exact_mod_cast h1
    nlinarith [norm_nonneg (c k)]
  · intro hc
    rw [orthonormal_iff_ite]
    intro R S
    -- the phases cancel in the overlap, which leaves a sum over crystal momenta
    have key : ∑ k : Fin N, conj (blochPhase N (k * R) * c k) * (blochPhase N (k * S) * c k)
        = ∑ k : Fin N, conj (blochPhase N (R * k)) * blochPhase N (S * k) := by
      refine Finset.sum_congr rfl fun k _ => ?_
      rw [map_mul, mul_comm (R : ℕ) k, mul_comm (S : ℕ) k]
      linear_combination (conj (blochPhase N (k * R)) * blochPhase N (k * S)) *
        conj_mul_self_of_unit (hc k)
    simp only [translate_wannier hT]
    unfold wannier
    rw [inner_smul_left, inner_smul_right, hψ.inner_sum, key, sum_blochPhase,
      map_inv₀, Complex.conj_ofReal]
    split_ifs with h
    · have h0 : ((Real.sqrt N : ℝ) : ℂ) ≠ 0 := by
        intro h'
        rw [h', zero_mul] at hs
        exact R.pos.ne' (by exact_mod_cast hs.symm)
      rw [← hs, inv_mul_cancel_left₀ h0, inv_mul_cancel₀ h0]
    · simp

/-- For any choice of unit phases `z_k`, the Wannier vectors `T^R w` are orthonormal and span
the same space as the Bloch states. -/
theorem wannier_orthonormal_and_span (hψ : Orthonormal ℂ ψ)
    (hT : ∀ k : Fin N, T (ψ k) = blochPhase N k • ψ k)
    {z : Fin N → ℂ} (hz : ∀ k, ‖z k‖ = 1) :
    Orthonormal ℂ (fun R : Fin N => (T ^ (R : ℕ)) (wannier ψ z)) ∧
      Submodule.span ℂ (Set.range fun R : Fin N => (T ^ (R : ℕ)) (wannier ψ z))
        = Submodule.span ℂ (Set.range ψ) := by
  refine ⟨(orthonormal_translates_iff hψ hT z).mpr hz, span_translates hT fun k h => ?_⟩
  have h1 := hz k
  rw [h, norm_zero] at h1
  exact zero_ne_one h1

/-- The standard basis of `ℂ^N` is orthonormal, and the operator that is diagonal in it with
entries `exp(-2πi k/N)` satisfies the Bloch eigenvalue relations. -/
theorem bloch_states_witness (N : ℕ) :
    let b := EuclideanSpace.basisFun (Fin N) ℂ
    Orthonormal ℂ b ∧ ∀ k : Fin N,
      (b.toBasis.constr ℂ fun j : Fin N => blochPhase N j • b j) (b k)
        = blochPhase N k • b k := by
  intro b
  refine ⟨b.orthonormal, fun k => ?_⟩
  have h := b.toBasis.constr_basis ℂ (fun j : Fin N => blochPhase N j • b j) k
  rw [OrthonormalBasis.coe_toBasis] at h
  exact h

end

end WannierGaugeFreedom
```

```lean
#print axioms WannierGaugeFreedom.orthonormal_translates_iff
#print axioms WannierGaugeFreedom.wannier_orthonormal_and_span
```

```
'WannierGaugeFreedom.orthonormal_translates_iff' depends on axioms: [propext, Classical.choice, Quot.sound]
'WannierGaugeFreedom.wannier_orthonormal_and_span' depends on axioms: [propext, Classical.choice, Quot.sound]
```

## How the proof follows the derivation

`sum_blochPhase` is the sum over cells. For k ≠ l, Lean obtains q ≠ 1 from the fact that exp(−2πi/N) is a primitive N-th root of unity, whose powers below N are distinct (`hζ.pow_inj`). The identity `mul_neg_geom_sum` is the geometric sum, and cancelling the non-zero factor 1 − q finishes the case.

`translate_wannier` proves the action of T^R on ψ_k by induction on R and then extends it to w by linearity. In `inverse_bloch_sum`, the step `hswap` exchanges the sums with `Finset.sum_comm`; `sum_blochPhase` then leaves only the term l = k.

`span_translates` proves the two inclusions separately, and its step `hk` solves the inverse Bloch sum for ψ_k. Neither this theorem nor the inverse sum uses orthonormality of the Bloch states.

In `orthonormal_translates_iff`, the forward direction uses `h.inner_sum` to compute the squared norm of the inverse Bloch sum from the translates. Comparison with the other side gives |c_k|² = 1, and non-negativity of the norm gives |c_k| = 1. In the reverse direction, `key` cancels the coefficients and swaps the factors in each product, so that `sum_blochPhase` applies with R and S in the place of the momenta.

`wannier_orthonormal_and_span` combines the reverse direction with `span_translates`, which applies since a number of modulus one is not zero. `bloch_states_witness` supplies an example for every N: the standard basis of ℂ^N, with T diagonal in it.
